# The swap of two subsystems with equal finite dimension is Hermitian and squares to the identity

Two subsystems are described by the same finite set of basis labels, and the swap operator exchanges them: it sends a vector with components x(i, j) to the one with components x(j, i). The theorem `swapOp_involution` says that this operator, as a complex matrix, equals its conjugate transpose and that its square is the identity matrix. It concerns the operator alone, so no state, normalised or otherwise, enters the statement. The attempt compares matrix entries in both parts, and for the square it asks a single `simp` to write out the matrix product and evaluate the resulting sum.

As first written in Lean, the proof fails:

```lean
import Mathlib

open Matrix
open scoped ComplexOrder

namespace NoisyTransposition

noncomputable section

variable {n : Type*} [Fintype n] [DecidableEq n]

/-- The operator that exchanges the two subsystems. -/
def swapOp : Matrix (n × n) (n × n) ℂ :=
  Matrix.of fun p q => if q = p.swap then 1 else 0

lemma swapOp_mulVec (x : n × n → ℂ) (p : n × n) : (swapOp *ᵥ x) p = x p.swap := by
  simp [swapOp, Matrix.mulVec, dotProduct]

/-- The swap is Hermitian and squares to the identity. -/
theorem swapOp_involution :
    (swapOp (n := n))ᴴ = swapOp ∧ swapOp (n := n) * swapOp = 1 := by
  constructor
  · ext p q
    have e : p = q.swap ↔ q = p.swap :=
      ⟨fun h => by rw [h, Prod.swap_swap], fun h => by rw [h, Prod.swap_swap]⟩
    simp only [swapOp, Matrix.conjTranspose_apply, Matrix.of_apply, e]
    split_ifs <;> simp
  · ext p q
    simp [swapOp, Matrix.mul_apply, Matrix.one_apply, eq_comm]

end

end NoisyTransposition
```

The error:

```
Main.lean:28:2: error: unsolved goals
case right
n : Type u_1
inst✝¹ : Fintype n
inst✝ : DecidableEq n
p q : n × n
⊢ (if p = q then 1 else 0) = ∑ j, if q = j.swap then if j = p.swap then 1 else 0 else 0
```

Diagnosis. The message says that `simp` stopped with the second part unproved: an entry of the identity still has to be shown equal to a sum over `j`. Each term of that sum is a product of two swap entries, which `simp` has turned into nested conditions. The outer one is `q = j.swap`, whereas the `simp` lemmas that collapse such a sum need a condition that equates `j` itself with a fixed value. The inner condition, `j = p.swap`, has that form, but it is out of their reach there.

The repair avoids the double condition. In `h`, column `q` of the second factor is treated as a vector, so the lemma `swapOp_mulVec`, already proved, gives the entry of the product as `swapOp p.swap q`. After `rw [h]` no sum is left. The case split on `p = q` then lets `simp` evaluate both sides: they are 1 when the indices agree and 0 when they differ. In the second case `hpq` and `Ne.symm hpq` supply the inequality in both directions.

Lean accepts the file once it reads:

```diff
@@ -27,5 +27,11 @@
     split_ifs <;> simp
   · ext p q
-    simp [swapOp, Matrix.mul_apply, Matrix.one_apply, eq_comm]
+    have h : (swapOp * swapOp : Matrix (n × n) (n × n) ℂ) p q = swapOp p.swap q :=
+      swapOp_mulVec (fun r => swapOp r q) p
+    rw [h]
+    by_cases hpq : p = q
+    · subst hpq
+      simp [swapOp]
+    · simp [swapOp, hpq, Ne.symm hpq]
 
 end
```
